# The spin-1/2 Heisenberg hexagon H = Σᵢ Sᵢ·Sᵢ₊₁ has a nondegenerate lowest level −1 − √13/2 at total Sz = 0

Take two spins 1/2 joined by one bond, H = S₀·S₁. On the configurations ↑↓ and ↓↑, H is half the exchange of the spins minus 1/4. The state with amplitudes 1 and −1 therefore has energy −3/4. Write any other state of this sector as (u₁, −u₂), a multiple of that state at each configuration. Then

⟨ψ, (H + 3/4)ψ⟩ = |u₁ − u₂|²/2.

This is never negative, and it vanishes only when u₁ = u₂, that is, on multiples of the singlet. The hexagon works in the same way, with 20 configurations in place of two.

## From bond exchanges to a sum of squares

Number the sites 0 to 5 around the ring, with i + 1 taken modulo 6, and let H = J Σᵢ Sᵢ·Sᵢ₊₁ with J = 1 and ħ = 1. The positive constant J sets the energy unit and describes an exchange interaction that favours antiparallel neighbours. For a configuration σ, let hᵢσ be σ with the spins at i and i + 1 exchanged.

On parallel spins the x and y terms cancel and the z term gives 1/4. On antiparallel spins the x and y terms give half an exchange and the z term gives −1/4. Both cases read "half the exchange minus 1/4", so

(Hψ)(σ) = ½ Σᵢ ψ(hᵢσ) − (3/2) ψ(σ).

Total Sz = 0 means three up spins. Of these 20 configurations, 2 have six antiparallel bonds, 12 have four and 6 have two. Give them the amplitudes a = √13 + 1, b = 2 and c = √13 − 3 respectively, times the Marshall sign: one factor −1 for each up spin on sites 0, 2, 4. Call the result φ. Exchanging antiparallel neighbours moves one up spin between the sublattices and reverses the sign; exchanging parallel ones changes nothing. Apart from the common sign, Σᵢ φ(hᵢσ) in the three classes is

−6b = −12 = (1 − √13)a,
2b − (a + 2b + c) = 2 − 2√13 = (1 − √13)b,
4c − 2b = 4√13 − 16 = (1 − √13)c.

Hence Hφ = E₀φ with E₀ = (1 − √13)/2 − 3/2 = −1 − √13/2 ≈ −2.803. The squared norm of φ is 208 − 32√13, so the normalised moduli are about 0.479, 0.208 and 0.063.

Since φ is nonzero throughout the sector, any ψ there can be written φu. The eigenvalue equation for φ gives

⟨ψ, (H − E₀)ψ⟩ = ½ Σ_σ Σᵢ φ(σ)φ(hᵢσ) u(σ)* (u(hᵢσ) − u(σ)).

Each hᵢ is its own inverse, so we may average this with the same sum after σ ↔ hᵢσ:

⟨ψ, (H − E₀)ψ⟩ = Σ_σ Σᵢ [−φ(σ)φ(hᵢσ)/4] |u(σ) − u(hᵢσ)|².

Whenever hᵢσ ≠ σ, the Marshall signs make the bracket positive; otherwise the difference is zero. The form is thus nonnegative. If it vanishes, u is unchanged by every exchange. Exchanges can move the up spins leftwards until they occupy sites 0, 1, 2, so u is constant on the sector and ψ is a multiple of φ.

Finally, if Hψ = Eψ with ψ ≠ 0 in the sector, the form equals (E − E₀)‖ψ‖², so E ≥ E₀.

## States and spin operators in Lean

A state is a complex function on all 64 configurations, and the spin operators act on its amplitudes. Addition in `Fin 6` closes the ring.

```lean
import Mathlib

open Finset
open scoped ComplexOrder ComplexConjugate

namespace HeisenbergHexagon

noncomputable section

/-- A spin configuration of the six-site ring; `true` means spin up. -/
abbrev Config := Fin 6 → Bool

/-- A state of the six spins, given by its amplitudes on the configurations. -/
abbrev State := Config → ℂ

/-- The configuration with the spin at site `i` reversed. -/
def spinFlip (i : Fin 6) (σ : Config) : Config := Function.update σ i (!σ i)

/-- The x component of the spin at site `i`. -/
def Sx (i : Fin 6) (ψ : State) (σ : Config) : ℂ := 1 / 2 * ψ (spinFlip i σ)

/-- The y component of the spin at site `i`. -/
def Sy (i : Fin 6) (ψ : State) (σ : Config) : ℂ :=
  (if σ i then -Complex.I / 2 else Complex.I / 2) * ψ (spinFlip i σ)

/-- The z component of the spin at site `i`. -/
def Sz (i : Fin 6) (ψ : State) (σ : Config) : ℂ := (if σ i then 1 / 2 else -1 / 2) * ψ σ

/-- The z component of the total spin. -/
def totalSz (ψ : State) (σ : Config) : ℂ := ∑ i, Sz i ψ σ

/-- The Heisenberg Hamiltonian of the ring with `J = 1`: the sum of `S_i · S_{i+1}`. -/
def ringH (ψ : State) (σ : Config) : ℂ :=
  ∑ i, (Sx i (Sx (i + 1) ψ) σ + Sy i (Sy (i + 1) ψ) σ + Sz i (Sz (i + 1) ψ) σ)
```

The sector is expressed as `totalSz ψ = 0`, without forming a 20×20 matrix.

## The ground-state amplitudes in integers

`hop i σ` is hᵢσ, and `walls` counts antiparallel bonds. The amplitude φ is stored as an integer plus an integer multiple of √13, which lets its identities be checked by finite computation.

```lean
/-- The configuration with the spins at sites `i` and `i + 1` exchanged. -/
def hop (i : Fin 6) (σ : Config) : Config := fun k => σ (Equiv.swap i (i + 1) k)

/-- The number of up spins. -/
def numUp (σ : Config) : ℕ := ∑ i, if σ i then 1 else 0

/-- The number of antiparallel bonds. -/
def walls (σ : Config) : ℕ := ∑ i, if σ i = σ (i + 1) then 0 else 1

/-- The Marshall sign: one factor `-1` for each up spin on the even sublattice. -/
def marshall (σ : Config) : ℤ :=
  (if σ 0 then -1 else 1) * (if σ 2 then -1 else 1) * (if σ 4 then -1 else 1)

/-- The integer `m` when the ground-state amplitude is written as `m + n√13` with integers `m`, `n`.
-/
def intPart (σ : Config) : ℤ :=
  if numUp σ = 3 then marshall σ * (if walls σ = 6 then 1 else if walls σ = 4 then 2 else -3)
  else 0

/-- The coefficient of `√13` in the ground-state amplitude. -/
def rootPart (σ : Config) : ℤ :=
  if numUp σ = 3 then marshall σ * (if walls σ = 4 then 0 else 1) else 0

/-- The amplitude: Marshall sign times `√13 + 1`, `2` or `√13 - 3` for 6, 4 or 2
antiparallel bonds, and zero unless three spins are up. -/
def groundAmp (σ : Config) : ℝ := intPart σ + rootPart σ * √13

/-- The state with amplitudes `groundAmp`. -/
def groundState : State := fun σ => (groundAmp σ : ℂ)

/-- The energy `-1 - √13/2`. -/
def groundEnergy : ℝ := -1 - √13 / 2
```

`excess` is the quadratic form of H − E₀, for states that need not be normalised.

```lean
/-- The quadratic form `⟨ψ, (H + 1 + √13/2) ψ⟩`. -/
def excess (ψ : State) : ℂ := ∑ σ, conj (ψ σ) * (ringH ψ σ - groundEnergy * ψ σ)
```

## The exchange form and the sector

The proof splits into parallel and antiparallel spins, as above. `decide +kernel` settles the facts about configurations by running through them, and `linear_combination` supplies I² = −1.

```lean
/-- On each bond, `S_i · S_{i+1}` is half the exchange of the two spins minus `1/4`. -/
theorem exchange_identity (i : Fin 6) (ψ : State) (σ : Config) :
    Sx i (Sx (i + 1) ψ) σ + Sy i (Sy (i + 1) ψ) σ + Sz i (Sz (i + 1) ψ) σ
      = 1 / 2 * ψ (hop i σ) - 1 / 4 * ψ σ := by
  have h1 : ∀ (i : Fin 6) (σ : Config), spinFlip i σ (i + 1) = σ (i + 1) := by decide +kernel
  have h2 : ∀ (i : Fin 6) (σ : Config), σ i ≠ σ (i + 1) →
      spinFlip (i + 1) (spinFlip i σ) = hop i σ := by decide +kernel
  have h3 : ∀ (i : Fin 6) (σ : Config), σ i = σ (i + 1) → hop i σ = σ := by decide +kernel
  by_cases h : σ i = σ (i + 1)
  · -- parallel spins: the two transverse terms cancel
    rw [h3 i σ h]
    simp only [Sx, Sy, Sz, h1, h]
    split_ifs <;>
      linear_combination (ψ (spinFlip (i + 1) (spinFlip i σ)) / 4) * Complex.I_sq
  · -- antiparallel spins: the two transverse terms add up to half an exchange
    rw [← h2 i σ h]
    have hb : σ (i + 1) = !σ i := by
      revert h
      cases σ i <;> cases σ (i + 1) <;> simp
    simp only [Sx, Sy, Sz, h1, hb]
    cases σ i <;>
      simp only [Bool.not_true, Bool.not_false, Bool.false_eq_true, ↓reduceIte] <;>
      linear_combination (-(ψ (spinFlip (i + 1) (spinFlip i σ)) / 4)) * Complex.I_sq
```

Total Sz multiplies each amplitude by the number of up spins minus 3, which identifies the sector; the 20 configurations are counted directly.

```lean
/-- Total Sz vanishes on a state exactly when the state lives on configurations with three
up spins, and there are 20 of these. -/
theorem sector_iff (ψ : State) :
    (totalSz ψ = 0 ↔ ∀ σ, numUp σ ≠ 3 → ψ σ = 0) ∧
      (univ.filter fun σ : Config => numUp σ = 3).card = 20 := by
  refine ⟨?_, by decide +kernel⟩
  have key : ∀ σ, totalSz ψ σ = ((numUp σ : ℂ) - 3) * ψ σ := by
    intro σ
    have h : ∀ i, Sz i ψ σ = (((if σ i then 1 else 0 : ℕ) : ℂ) - 1 / 2) * ψ σ := by
      intro i
      unfold Sz
      split_ifs <;> push_cast <;> ring
    simp only [totalSz, h, numUp, Fin.sum_univ_six]
    push_cast
    ring
  constructor
  · intro h σ hσ
    have h0 := key σ
    rw [h, Pi.zero_apply] at h0
    refine (mul_eq_zero.mp h0.symm).resolve_left fun h3 => hσ ?_
    exact_mod_cast sub_eq_zero.mp h3
  · intro h
    funext σ
    rw [key, Pi.zero_apply]
    by_cases hσ : numUp σ = 3
    · simp [hσ]
    · simp [h σ hσ]
```

## The eigenvalue equation and the signs

The three class equations become two integer identities, one for each part of the amplitude, checked on every configuration. They are recombined using (√13)² = 13.

```lean
/-- Summed over the six exchanges, the ground-state amplitudes reproduce themselves with the
factor `1 - √13`. -/
theorem amplitude_equation (σ : Config) :
    ∑ i, groundAmp (hop i σ) = (1 - √13) * groundAmp σ := by
  have hA : ∀ σ, ∑ i, intPart (hop i σ) = intPart σ - 13 * rootPart σ := by decide +kernel
  have hB : ∀ σ, ∑ i, rootPart (hop i σ) = rootPart σ - intPart σ := by decide +kernel
  have a : ∑ i, (intPart (hop i σ) : ℝ) = intPart σ - 13 * rootPart σ := by
    exact_mod_cast hA σ
  have b : ∑ i, (rootPart (hop i σ) : ℝ) = rootPart σ - intPart σ := by
    exact_mod_cast hB σ
  have hs : √(13 : ℝ) ^ 2 = 13 := Real.sq_sqrt (by norm_num)
  simp only [groundAmp, sum_add_distrib, ← sum_mul]
  rw [a, b]
  linear_combination (rootPart σ : ℝ) * hs
```

Positivity of φ times its Marshall sign needs only √13 > 3, for the smallest amplitude.

```lean
/-- With three spins up, the amplitude carries the Marshall sign and does not vanish. -/
theorem marshall_sign (σ : Config) (h : numUp σ = 3) : 0 < groundAmp σ * marshall σ := by
  have key : ∀ σ, numUp σ = 3 →
      (intPart σ * marshall σ = 1 ∧ rootPart σ * marshall σ = 1) ∨
      (intPart σ * marshall σ = 2 ∧ rootPart σ * marshall σ = 0) ∨
      (intPart σ * marshall σ = -3 ∧ rootPart σ * marshall σ = 1) := by decide +kernel
  have hs : (3 : ℝ) < √13 := Real.lt_sqrt_of_sq_lt (by norm_num)
  have e : groundAmp σ * marshall σ = ((intPart σ * marshall σ : ℤ) : ℝ)
      + ((rootPart σ * marshall σ : ℤ) : ℝ) * √13 := by
    unfold groundAmp
    push_cast
    ring
  rw [e]
  rcases key σ h with ⟨a, b⟩ | ⟨a, b⟩ | ⟨a, b⟩ <;> rw [a, b] <;> push_cast <;> linarith
```

## The squared differences

In the next proof, `hpt` inserts the eigenvalue equation, and `hsum` uses the involution `hop_hop` to carry out the averaging.

```lean
theorem hop_hop (i : Fin 6) (σ : Config) : hop i (hop i σ) = σ := by
  funext k
  simp [hop]

/-- Relative to the ground state, the quadratic form of `H + 1 + √13/2` is a weighted sum of
squared differences across the exchanges. -/
theorem excess_identity (u : State) :
    excess (fun σ => groundAmp σ * u σ) =
      ((∑ σ, ∑ i, -(groundAmp σ * groundAmp (hop i σ)) / 4
        * Complex.normSq (u σ - u (hop i σ)) : ℝ) : ℂ) := by
  let G : Fin 6 → Config → ℂ := fun i σ =>
    groundAmp σ * groundAmp (hop i σ) * conj (u σ) * (u (hop i σ) - u σ) / 4
  have hpt : ∀ σ, conj ((groundAmp σ : ℂ) * u σ) *
      (ringH (fun σ => groundAmp σ * u σ) σ - groundEnergy * (groundAmp σ * u σ))
      = ∑ i, 2 * G i σ := by
    intro σ
    have eig := congrArg (fun x : ℝ => (x : ℂ)) (amplitude_equation σ)
    simp only [Fin.sum_univ_six] at eig
    push_cast at eig
    simp only [ringH, exchange_identity, G, Fin.sum_univ_six, map_mul, Complex.conj_ofReal,
      groundEnergy]
    push_cast
    linear_combination (groundAmp σ * conj (u σ) * u σ / 2) * eig
  -- each exchange is an involution, so the sum can be symmetrised
  have hsum : ∀ i, ∑ σ, G i (hop i σ) = ∑ σ, G i σ := fun i =>
    Equiv.sum_comp (Function.Involutive.toPerm (hop i) (hop_hop i)) (G i)
  unfold excess
  rw [sum_congr rfl fun σ _ => hpt σ, sum_comm, sum_comm (s := (univ : Finset Config)),
    Complex.ofReal_sum]
  refine sum_congr rfl fun i _ => ?_
  have h2 : ∑ σ, 2 * G i σ = ∑ σ, (G i σ + G i (hop i σ)) := by
    rw [sum_add_distrib, hsum, ← mul_sum, two_mul]
  rw [h2, Complex.ofReal_sum]
  refine sum_congr rfl fun σ _ => ?_
  simp only [G, hop_hop]
  rw [Complex.ofReal_mul, ← Complex.mul_conj, map_sub]
  push_cast
  ring
```

`hop_weight` then shows that φ(σ)φ(hᵢσ) is negative for every exchange that changes a configuration in the sector.

```lean
theorem hop_weight (i : Fin 6) (σ : Config) (h : numUp σ = 3) (hne : hop i σ ≠ σ) :
    groundAmp σ * groundAmp (hop i σ) < 0 := by
  have hu : ∀ (i : Fin 6) (σ : Config), numUp (hop i σ) = numUp σ := by decide +kernel
  have hm : ∀ (i : Fin 6) (σ : Config), hop i σ ≠ σ → marshall (hop i σ) = -marshall σ := by
    decide +kernel
  have hq : ∀ σ, marshall σ * marshall σ = 1 := by decide +kernel
  have q : (marshall σ : ℝ) * marshall σ = 1 := by exact_mod_cast hq σ
  have p := mul_pos (marshall_sign σ h) (marshall_sign (hop i σ) ((hu i σ).trans h))
  rw [hm i σ hne] at p
  push_cast at p
  have e : groundAmp σ * marshall σ * (groundAmp (hop i σ) * -(marshall σ : ℝ))
      = -(groundAmp σ * groundAmp (hop i σ)) := by
    linear_combination (-(groundAmp σ * groundAmp (hop i σ))) * q
  linarith
```

## Connectivity by moving spins left

Unless the up spins fill sites 0, 1, 2, some exchange lowers the sum of their positions. Strong induction on that sum carries u to its value at the reference configuration.

```lean
/-- Nearest-neighbour exchanges connect all configurations with three up spins: a function
unchanged by them is constant there. -/
theorem exchange_connected (u : State)
    (hu : ∀ σ i, numUp σ = 3 → u (hop i σ) = u σ) :
    ∀ σ, numUp σ = 3 → u σ = u (fun i => decide (i.val < 3)) := by
  let pos : Config → ℕ := fun σ => ∑ i, if σ i then i.val else 0
  have step : ∀ σ : Config, numUp σ = 3 → σ = (fun i => decide (i.val < 3)) ∨
      ∃ i, (∑ k, if hop i σ k then k.val else 0) < ∑ k, if σ k then k.val else 0 := by
    decide +kernel
  have hn : ∀ (i : Fin 6) (σ : Config), numUp (hop i σ) = numUp σ := by decide +kernel
  -- move up spins to the left until they fill the first three sites
  have main : ∀ n σ, pos σ = n → numUp σ = 3 → u σ = u (fun i => decide (i.val < 3)) := by
    intro n
    induction n using Nat.strong_induction_on with
    | _ n ih =>
      intro σ hp h
      rcases step σ h with h0 | ⟨i, hi⟩
      · rw [← h0]
      · have hlt : pos (hop i σ) < n := lt_of_lt_of_eq hi hp
        rw [← hu σ i h]
        exact ih _ hlt (hop i σ) rfl ((hn i σ).trans h)
  exact fun σ h => main _ σ rfl h
```

## The kernel and the least eigenvalue

The first main theorem says that `groundState` is nonzero and lies in the sector. For every ψ there, `0 ≤ excess ψ` means that the form is real and nonnegative, and the eigenvalue equation at E₀ holds exactly for complex multiples of `groundState`. The proof divides out φ, applies the sum of squares, and reads off from a vanishing sum that each term is zero.

```lean
/-- On the states with total Sz = 0, `H + 1 + √13/2` is positive semidefinite, and its kernel
consists of the multiples of the nonzero state `groundState`. -/
theorem hexagon_ground_state :
    groundState ≠ 0 ∧ totalSz groundState = 0 ∧
    ∀ ψ : State, totalSz ψ = 0 → 0 ≤ excess ψ ∧
      (ringH ψ = (groundEnergy : ℂ) • ψ ↔ ∃ c : ℂ, ψ = c • groundState) := by
  have hoff : ∀ σ, numUp σ ≠ 3 → groundAmp σ = 0 := by
    intro σ h
    simp [groundAmp, intPart, rootPart, h]
  have hon : ∀ σ, numUp σ = 3 → groundAmp σ ≠ 0 := by
    intro σ h h0
    have p := marshall_sign σ h
    rw [h0, zero_mul] at p
    exact lt_irrefl _ p
  refine ⟨fun h => ?_, (sector_iff _).1.mpr fun σ h => by simp [groundState, hoff σ h], ?_⟩
  · have h0 := congrFun h (fun i => decide (i.val < 3))
    exact hon _ (by decide +kernel) (Complex.ofReal_eq_zero.mp h0)
  intro ψ hψ
  -- divide out the ground-state amplitudes
  obtain ⟨u, rfl⟩ : ∃ u : State, ψ = fun σ => (groundAmp σ : ℂ) * u σ := by
    refine ⟨fun σ => ψ σ / groundAmp σ, funext fun σ => ?_⟩
    by_cases h : numUp σ = 3
    · have h0 : (groundAmp σ : ℂ) ≠ 0 := Complex.ofReal_ne_zero.mpr (hon σ h)
      field_simp
    · simp [hoff σ h, (sector_iff ψ).1.mp hψ σ h]
  have hterm : ∀ σ i, 0 ≤ -(groundAmp σ * groundAmp (hop i σ)) / 4
      * Complex.normSq (u σ - u (hop i σ)) := by
    intro σ i
    by_cases h : numUp σ = 3
    · by_cases hne : hop i σ = σ
      · simp [hne]
      · have hw := hop_weight i σ h hne
        exact mul_nonneg (by linarith) (Complex.normSq_nonneg _)
    · simp [hoff σ h]
  refine ⟨?_, fun hE => ?_, ?_⟩
  · rw [excess_identity]
    exact Complex.zero_le_real.mpr (sum_nonneg fun σ _ => sum_nonneg fun i _ => hterm σ i)
  · have h0 : excess (fun σ => (groundAmp σ : ℂ) * u σ) = 0 := by
      unfold excess
      rw [hE]
      simp
    rw [excess_identity, Complex.ofReal_eq_zero] at h0
    -- every term of the vanishing sum is zero, so `u` is unchanged by exchanges
    have hu : ∀ σ i, numUp σ = 3 → u (hop i σ) = u σ := by
      intro σ i h
      by_cases hne : hop i σ = σ
      · rw [hne]
      have h1 := (sum_eq_zero_iff_of_nonneg
        fun σ _ => sum_nonneg fun i _ => hterm σ i).mp h0 σ (mem_univ σ)
      have h2 := (sum_eq_zero_iff_of_nonneg fun i _ => hterm σ i).mp h1 i (mem_univ i)
      have hw := hop_weight i σ h hne
      have h3 := (mul_eq_zero.mp h2).resolve_left (by intro h4; linarith)
      exact (sub_eq_zero.mp (Complex.normSq_eq_zero.mp h3)).symm
    refine ⟨u (fun i => decide (i.val < 3)), funext fun σ => ?_⟩
    simp only [Pi.smul_apply, smul_eq_mul, groundState]
    by_cases h : numUp σ = 3
    · rw [exchange_connected u hu σ h, mul_comm]
    · simp [hoff σ h]
  · rintro ⟨c, hc⟩
    rw [hc]
    funext σ
    have eig := congrArg (fun x : ℝ => (x : ℂ)) (amplitude_equation σ)
    simp only [Fin.sum_univ_six] at eig
    push_cast at eig
    simp only [ringH, exchange_identity, Fin.sum_univ_six, Pi.smul_apply, smul_eq_mul,
      groundState, groundEnergy]
    push_cast
    linear_combination (c / 2) * eig
```

The second theorem uses `IsLeast`: E₀ is an eigenvalue in the sector, and no real eigenvalue there is smaller. Its proof evaluates the form on an eigenvector.

```lean
/-- The least eigenvalue of the hexagon Hamiltonian on the states with total Sz = 0 is
`-1 - √13/2`. -/
theorem hexagon_ground_energy :
    IsLeast {E : ℝ | ∃ ψ : State, ψ ≠ 0 ∧ totalSz ψ = 0 ∧ ringH ψ = (E : ℂ) • ψ}
      (-1 - √13 / 2) := by
  obtain ⟨hne, hsec, hmain⟩ := hexagon_ground_state
  refine ⟨⟨groundState, hne, hsec,
    (hmain _ hsec).2.mpr ⟨1, (one_smul ℂ groundState).symm⟩⟩, ?_⟩
  rintro E ⟨ψ, hψ, hs, hE⟩
  have hx : excess ψ = (((E - groundEnergy) * ∑ σ, Complex.normSq (ψ σ) : ℝ) : ℂ) := by
    unfold excess
    rw [mul_sum, Complex.ofReal_sum]
    refine sum_congr rfl fun σ _ => ?_
    rw [hE, Complex.ofReal_mul, ← Complex.mul_conj, Complex.ofReal_sub]
    simp only [Pi.smul_apply, smul_eq_mul]
    ring
  have h0 := (hmain ψ hs).1
  rw [hx] at h0
  have h1 := Complex.zero_le_real.mp h0
  obtain ⟨τ, hτ⟩ := Function.ne_iff.mp hψ
  have hpos : 0 < ∑ σ, Complex.normSq (ψ σ) :=
    sum_pos' (fun σ _ => Complex.normSq_nonneg _) ⟨τ, mem_univ τ, Complex.normSq_pos.mpr hτ⟩
  change groundEnergy ≤ E
  by_contra hc
  have h2 := mul_neg_of_neg_of_pos (sub_neg.mpr (not_le.mp hc)) hpos
  linarith

end

end HeisenbergHexagon
```
```lean
#print axioms HeisenbergHexagon.hexagon_ground_energy
```

```
'HeisenbergHexagon.hexagon_ground_energy' depends on axioms: [propext, Classical.choice, Quot.sound]
```

The theorems concern total Sz = 0 only; that no other sector lies lower follows from rotation symmetry, an argument not formalised here. For this six-site ring with equal, isotropic nearest-neighbour couplings, the value gives an exact reference for numerical diagonalisation.
